# The number of superlattices of prime index in a lattice of finite rank

When a crystal orders antiferromagnetically or dimerises, its primitive cell can double. Half of the old lattice translations then stop being symmetries, and the surviving half form the translation lattice of the new structure. In how many ways can the surviving translations be chosen? The problems below answer this for a cell that grows by any prime factor p.

## Lattices, superlattices and linear forms

Fix a lattice basis, so that a translation is a column x of n integers xᵢ with i = 0, …, n − 1. In Lean this is `Fin n → ℤ`. A superlattice is a subgroup H of finite index in the translations. Its index [ℤⁿ : H], written `H.index`, is the factor by which the primitive cell grows. Lean's type `AddSubgroup` also contains the subgroups of infinite index, but it sets their `H.index` to 0, so asking for a prime index p leaves them out. Lengths and angles play no part.

The tool is a linear form with a row a of residues modulo p as its coefficients:

f_a(x) = ∑ᵢ aᵢ xᵢ (mod p)

It fixes a phase factor exp(2π√−1 f_a(x)/p), which equals 1 exactly where the form vanishes. Lean calls the form `modForm a`, an additive map into the residues `ZMod p`. Its kernel, `(modForm a).ker`, is the set of translations where it is zero.

```lean
import Mathlib

namespace SuperlatticeCount

/-- The linear form modulo `p` with coefficients `a`, sending the integer lattice
coordinates `x` to `∑ i, a i * x i` modulo `p`. -/
def modForm {n p : ℕ} (a : Fin n → ZMod p) : (Fin n → ℤ) →+ ZMod p where
  toFun x := ∑ i, a i * (x i : ZMod p)
  map_zero' := by simp
  map_add' x y := by simp [mul_add, Finset.sum_add_distrib]
```

## (a) The form along one axis

Let eᵢ be the i-th basis vector and c an integer. Show that c steps along axis i give

f_a(c eᵢ) = aᵢ c (mod p).

**Solution.** The i-th coordinate of c eᵢ is c and the others are 0, so only the i-th term of the sum remains. In Lean the vector is `Pi.single i c`, and `Finset.sum_eq_single` isolates the term.

```lean
variable {n p : ℕ}

/-- On `c` steps along the `i`-th lattice axis the form takes the value `a i * c`. -/
theorem modForm_single (a : Fin n → ZMod p) (i : Fin n) (c : ℤ) :
    modForm a (Pi.single i c) = a i * (c : ZMod p) := by
  change ∑ j, a j * ((Pi.single i c : Fin n → ℤ) j : ZMod p) = _
  rw [Finset.sum_eq_single i]
  · rw [Pi.single_eq_same]
  · intro j _ hj
    rw [Pi.single_eq_of_ne hj, Int.cast_zero, mul_zero]
  · intro h
    exact absurd (Finset.mem_univ i) h
```

## (b) Every additive map is a linear form

Let f be any additive map from ℤⁿ to the residues modulo p. Show that

f(x) = ∑ᵢ f(eᵢ) xᵢ (mod p).

**Solution.** Write x = ∑ᵢ xᵢ eᵢ, which is `hx` in the code. Additivity moves f inside the sum (`map_sum`) and takes out the integer factors (`map_zsmul`). Neither (a) nor (b) needs p to be prime.

```lean
/-- Every additive map from the integer lattice to the residues modulo `p` is a linear form,
whose coefficients are its values on the basis vectors. -/
theorem modForm_of_hom (f : (Fin n → ℤ) →+ ZMod p) :
    modForm (fun i => f (Pi.single i 1)) = f := by
  refine AddMonoidHom.ext fun x => ?_
  have hx : x = ∑ i, x i • (Pi.single i 1 : Fin n → ℤ) := by
    funext j
    simp [Finset.sum_apply, Pi.single_apply]
  conv_rhs => rw [hx, map_sum]
  change ∑ i, f (Pi.single i 1) * (x i : ZMod p) = _
  refine Finset.sum_congr rfl fun i _ => ?_
  rw [map_zsmul, zsmul_eq_mul, mul_comm]
```

## (c) The index of a kernel

From here on p is prime, which Lean records as `Fact p.Prime`. Show that for a ≠ 0

[ℤⁿ : ker f_a] = p.

**Solution.** Pick j with aⱼ ≠ 0. Since p is prime, aⱼ can be inverted. Given a residue t, choose an integer c with c ≡ t/aⱼ. By (a), f_a(c eⱼ) = t, so every residue is reached; this is `hs`. Two translations lie in the same coset of the kernel exactly when f_a agrees on them, so there are as many cosets as values, namely p. `AddSubgroup.index_ker` supplies this last step.

```lean
variable [Fact p.Prime]

/-- For a prime `p`, the lattice points on which a nonzero linear form modulo `p` vanishes
form a superlattice of index `p`. -/
theorem index_ker_modForm {a : Fin n → ZMod p} (ha : a ≠ 0) :
    (modForm a).ker.index = p := by
  obtain ⟨j, hj⟩ := Function.ne_iff.mp ha
  have haj : a j ≠ 0 := hj
  -- steps along an axis with nonzero coefficient already reach every residue
  have hs : Function.Surjective (modForm a) := by
    intro t
    obtain ⟨c, hc⟩ := ZMod.intCast_surjective (t / a j)
    refine ⟨Pi.single j c, ?_⟩
    rw [modForm_single, hc]
    field_simp
  rw [AddSubgroup.index_ker, AddMonoidHom.range_eq_top.mpr hs, AddSubgroup.card_top,
    Nat.card_zmod]
```

## (d) Every superlattice of index p is a kernel

Show that for a subgroup H of ℤⁿ

[ℤⁿ : H] = p ⇔ H = ker f_a for some a ≠ 0.

**Solution.** The direction from right to left is (c). For the other, the quotient ℤⁿ/H has p elements. A group of prime order is cyclic, so the quotient is isomorphic to the residues modulo p. Projecting onto it and applying the isomorphism gives an additive map f with kernel H, and by (b) it is the form with coefficients f(eᵢ). If these were all zero, the kernel would be the whole lattice, with index 1 instead of p.

In the code `e` runs from the residues to the quotient, so the proof composes the projection with `e.symm`.

```lean
/-- For a prime `p`, a subgroup of the integer lattice has index `p` exactly when it is the
kernel of a nonzero linear form modulo `p`. -/
theorem index_eq_prime_iff (H : AddSubgroup (Fin n → ℤ)) :
    H.index = p ↔ ∃ a : Fin n → ZMod p, a ≠ 0 ∧ (modForm a).ker = H := by
  constructor
  · intro hH
    -- the quotient has prime order, hence is cyclic
    obtain ⟨f, hf⟩ : ∃ f : (Fin n → ℤ) →+ ZMod p, f.ker = H := by
      have hcard : Nat.card ((Fin n → ℤ) ⧸ H) = p := hH
      have hc : IsAddCyclic ((Fin n → ℤ) ⧸ H) := isAddCyclic_of_prime_card hcard
      have e := zmodAddCyclicAddEquiv hc
      rw [hcard] at e
      refine ⟨e.symm.toAddMonoidHom.comp (QuotientAddGroup.mk' H), ?_⟩
      ext x
      rw [AddMonoidHom.mem_ker]
      change e.symm (x : (Fin n → ℤ) ⧸ H) = 0 ↔ x ∈ H
      rw [map_eq_zero_iff e.symm e.symm.injective, QuotientAddGroup.eq_zero_iff]
    refine ⟨fun i => f (Pi.single i 1), ?_, by rw [modForm_of_hom, hf]⟩
    -- a vanishing form would have the whole lattice as kernel
    intro h0
    have hz : f = 0 := by
      rw [← modForm_of_hom f, h0]
      exact AddMonoidHom.ext fun x => by simp [modForm]
    have htop : f.ker = ⊤ := by
      ext x
      simp [hz]
    rw [← hf, htop, AddSubgroup.index_top] at hH
    exact (Fact.out : p.Prime).one_lt.ne hH
  · rintro ⟨a, ha, rfl⟩
    exact index_ker_modForm ha
```

## (e) When two forms give the same superlattice

Show that for any rows a and b

ker f_a = ker f_b ⇔ b = u a for some invertible residue u.

**Solution.** If b = u a, then f_b = u f_a, and the two forms have the same zeros.

Conversely, let the kernels agree. Testing on eᵢ shows that aᵢ = 0 exactly when bᵢ = 0 (`hi`). If a = 0, then b = 0 and u = 1 works. Otherwise pick j with aⱼ ≠ 0, so that bⱼ ≠ 0 too, and set u = bⱼ/aⱼ. For each i choose an integer c ≡ aᵢ/aⱼ. Then

f_a(eᵢ − c eⱼ) = aᵢ − aⱼ c = 0,

so f_b vanishes on the same vector (`hb`):

bᵢ − bⱼ aᵢ/aⱼ = 0.

Hence bᵢ = u aᵢ.

```lean
/-- For a prime `p`, two linear forms modulo `p` vanish on the same lattice points exactly when
they differ by an invertible factor modulo `p`. -/
theorem ker_eq_iff (a b : Fin n → ZMod p) :
    (modForm a).ker = (modForm b).ker ↔ ∃ u : (ZMod p)ˣ, b = u • a := by
  constructor
  · intro h
    have hm : ∀ x, modForm a x = 0 ↔ modForm b x = 0 := fun x => by
      rw [← AddMonoidHom.mem_ker, h, AddMonoidHom.mem_ker]
    have hi : ∀ i, a i = 0 ↔ b i = 0 := fun i => by
      simpa [modForm_single] using hm (Pi.single i 1)
    by_cases ha : a = 0
    · refine ⟨1, ?_⟩
      rw [one_smul]
      funext i
      exact ((hi i).mp (congrFun ha i)).trans (congrFun ha i).symm
    · obtain ⟨j, hj⟩ := Function.ne_iff.mp ha
      have haj : a j ≠ 0 := hj
      have hbj : b j ≠ 0 := fun h0 => haj ((hi j).mpr h0)
      refine ⟨Units.mk0 (b j / a j) (div_ne_zero hbj haj), ?_⟩
      funext i
      -- test both forms on a lattice vector in the plane of axes i and j
      obtain ⟨c, hc⟩ := ZMod.intCast_surjective (a i / a j)
      have hac : a j * (c : ZMod p) = a i := by
        rw [hc]
        field_simp
      have hb := (hm (Pi.single i 1 - Pi.single j c)).mp (by
        rw [map_sub, modForm_single, modForm_single, hac, Int.cast_one, mul_one, sub_self])
      rw [map_sub, modForm_single, modForm_single, Int.cast_one, mul_one, hc] at hb
      change b i = b j / a j * a i
      linear_combination hb
  · rintro ⟨u, rfl⟩
    ext x
    have hu : modForm (u • a) x = (u : ZMod p) * modForm a x := by
      change ∑ i, (u : ZMod p) * a i * (x i : ZMod p)
        = (u : ZMod p) * ∑ i, a i * (x i : ZMod p)
      rw [Finset.mul_sum]
      exact Finset.sum_congr rfl fun i _ => mul_assoc _ _ _
    rw [AddMonoidHom.mem_ker, AddMonoidHom.mem_ker, hu, Units.mul_right_eq_zero]
```

## (f) Counting pairs

Let N be the number of subgroups of index p in ℤⁿ. Show that

N (p − 1) = pⁿ − 1.

**Solution.** By (d), choose for each such H a nonzero row a_H with kernel H; this is the `choose` line. Send the pair (H, u), with u invertible, to the row u a_H. This map is `φ`, and `hφ` shows that it is a bijection onto the nonzero rows:

- If u a_H = v a_K, the kernels agree by (e), so H = K. Cancelling a nonzero coefficient gives u = v.
- If b ≠ 0, its kernel H has index p by (c), and (e) gives b = u a_H for some u.

There are N(p − 1) pairs and pⁿ − 1 nonzero rows.

**A numerical instance.** Take n = 2 and p = 3. The eight nonzero rows fall into four pairs, each related by the factor 2:

- (1,0), (2,0): x₀ ≡ 0, with basis (3,0), (0,1)
- (0,1), (0,2): x₁ ≡ 0, with basis (1,0), (0,3)
- (1,1), (2,2): x₀ + x₁ ≡ 0, with basis (1,−1), (0,3)
- (1,2), (2,1): x₀ ≡ x₁, with basis (1,1), (0,3)

Each basis has determinant 3, and 4 · 2 = 8.

```lean
/-- For a prime `p`, the number of index-`p` subgroups of the integer lattice, times `p - 1`,
is the number `p ^ n - 1` of nonzero linear forms modulo `p`. -/
theorem card_mul_pred (n p : ℕ) [Fact p.Prime] :
    Nat.card {H : AddSubgroup (Fin n → ℤ) // H.index = p} * (p - 1) = p ^ n - 1 := by
  choose a ha hk using fun H : {H : AddSubgroup (Fin n → ℤ) // H.index = p} =>
    (index_eq_prime_iff H.1).mp H.2
  -- a superlattice and a unit together determine a nonzero form
  let φ : {H : AddSubgroup (Fin n → ℤ) // H.index = p} × (ZMod p)ˣ →
      {b : Fin n → ZMod p // ¬ b = 0} :=
    fun q => ⟨q.2 • a q.1, fun h => ha q.1 ((smul_eq_zero_iff_eq q.2).mp h)⟩
  have hker : ∀ H u, (modForm (u • a H)).ker = H.1 := fun H u =>
    ((ker_eq_iff (a H) (u • a H)).mpr ⟨u, rfl⟩).symm.trans (hk H)
  have hφ : Function.Bijective φ := by
    constructor
    · rintro ⟨H, u⟩ ⟨K, v⟩ h
      have h' : u • a H = v • a K := congrArg Subtype.val h
      have hHK : H = K := Subtype.ext ((hker H u).symm.trans
        ((congrArg (fun b => (modForm b).ker) h').trans (hker K v)))
      subst hHK
      obtain ⟨j, hj⟩ := Function.ne_iff.mp (ha H)
      have huv : (u : ZMod p) * a H j = (v : ZMod p) * a H j := congrFun h' j
      rw [Units.ext (mul_right_cancel₀ hj huv)]
    · rintro ⟨b, hb⟩
      obtain ⟨u, hu⟩ := (ker_eq_iff _ b).mp (hk ⟨(modForm b).ker, index_ker_modForm hb⟩)
      exact ⟨(⟨(modForm b).ker, index_ker_modForm hb⟩, u), Subtype.ext hu.symm⟩
  have hforms : Nat.card {b : Fin n → ZMod p // ¬ b = 0} = p ^ n - 1 := by
    rw [Nat.card_eq_fintype_card, Fintype.card_subtype_compl]
    simp [ZMod.card]
  have h := Nat.card_congr (Equiv.ofBijective φ hφ)
  rwa [Nat.card_prod, Nat.card_eq_fintype_card (α := (ZMod p)ˣ), ZMod.card_units,
    hforms] at h
```

## (g) Any lattice with a finite basis

Let L be a lattice with a basis of n vectors. Show that its superlattices of index p number

(pⁿ − 1)/(p − 1).

**Solution.** Taking coordinates is an isomorphism from L to ℤⁿ (`e`). It carries subgroups to subgroups of the same index, so the count is the N of (f). Divide by p − 1 > 0. Lean's division here is that of natural numbers, and (f) shows that it leaves no remainder. For n = 0 the count is 0.

In Lean, L is an abelian group with a `Module.Basis (Fin n) ℤ L`.

```lean
/-- A lattice with a basis of `n` vectors has `(p ^ n - 1) / (p - 1)` superlattices of prime
index `p`. -/
theorem card_superlattices {L : Type*} [AddCommGroup L] (b : Module.Basis (Fin n) ℤ L) :
    Nat.card {H : AddSubgroup L // H.index = p} = (p ^ n - 1) / (p - 1) := by
  -- lattice coordinates carry superlattices to superlattices of the same index
  let e : L ≃+ (Fin n → ℤ) := b.equivFun.toAddEquiv
  have hcongr : Nat.card {H : AddSubgroup L // H.index = p}
      = Nat.card {H : AddSubgroup (Fin n → ℤ) // H.index = p} := by
    refine Nat.card_congr (Equiv.subtypeEquiv e.mapAddSubgroup.toEquiv fun H => ?_)
    change H.index = p ↔ (H.map (e : L →+ (Fin n → ℤ))).index = p
    rw [AddSubgroup.index_map_equiv]
  have hp : 0 < p - 1 := Nat.sub_pos_of_lt (Fact.out : p.Prime).one_lt
  rw [hcongr, ← card_mul_pred n p, Nat.mul_div_cancel _ hp]
```

## (h) Doubling the cell in three dimensions

Show that for a three-dimensional lattice the number of superlattices of index 2 is

(2³ − 1)/(2 − 1) = 7.

**Solution.** Put n = 3 and p = 2 in (g). Modulo 2 the only invertible residue is 1, so each nonzero row gives its own superlattice: (1,0,0), (0,1,0), (0,0,1), (1,1,0), (1,0,1), (0,1,1) and (1,1,1). For each row, the surviving translations are those for which the coordinates with coefficient 1 have an even sum.

For a simulation that searches for cell-doubling order, these are the seven translation lattices to consider. The count treats them as distinct even where point-group symmetry relates them, and it does not describe how atoms or spins fill the doubled cell.

```lean
/-- A three-dimensional lattice has exactly seven superlattices of index two. -/
theorem seven_cell_doublings {L : Type*} [AddCommGroup L] (b : Module.Basis (Fin 3) ℤ L) :
    Nat.card {H : AddSubgroup L // H.index = 2} = 7 :=
  (card_superlattices (p := 2) b).trans (by norm_num)

end SuperlatticeCount
```

```lean
#print axioms SuperlatticeCount.index_eq_prime_iff
#print axioms SuperlatticeCount.seven_cell_doublings
```

```
'SuperlatticeCount.index_eq_prime_iff' depends on axioms: [propext, Classical.choice, Quot.sound]
'SuperlatticeCount.seven_cell_doublings' depends on axioms: [propext, Classical.choice, Quot.sound]
```
